# For non-interacting electrons at fixed number, the virtual crystal's band energy is never below the alloy average

## Band energy as a minimum over sets of eigenstates

"The sum of the $k$ lowest eigenvalues" presupposes an ordering of the levels, and with degeneracies the $k$ lowest eigenstates may not be unique. The definition used here avoids both matters. Let $H$ be a Hermitian matrix with orthonormal eigenvectors $u_i$ and eigenvalues $\varepsilon_i$, where $i$ runs over $n$ labels and each eigenvalue occurs as often as its multiplicity. For $k\le n$ the band energy is

$$E_k(H)=\min_{|s|=k}\ \sum_{i\in s}\varepsilon_i ,$$

the minimum over all sets $s$ of $k$ labels. This is the ground-state energy of $k$ non-interacting electrons when each eigenstate can hold at most one electron. Spin, if present, belongs to the basis labels.

## An alloy and its averaged Hamiltonian

An alloy is described by finitely many configurations $a$, each with a Hermitian Hamiltonian $H_a$ and a weight $p_a\ge 0$. All the $H_a$ are written in the same finite orthonormal basis. The virtual crystal replaces them by the single Hamiltonian

$$\bar H=\sum_a p_a H_a .$$

The result is

$$\sum_a p_a\,E_k(H_a)\ \le\ E_k(\bar H).$$

When the weights sum to one, the left side is the configuration average of the band energy; the inequality itself does not need that normalisation. For non-interacting electrons in a finite basis, averaging the Hamiltonian before filling the levels therefore either raises the band energy or leaves it at the true average.

## Fractional occupations do not beat filled levels

Let $s$ be a set of $k$ levels such that $\varepsilon_i\le\varepsilon_j$ whenever $i\in s$ and $j\notin s$. Let $w_i$ be occupations with $0\le w_i\le 1$ and $\sum_i w_i=k$. Choose a Fermi level $\mu$ with $\varepsilon_i\le\mu$ for $i\in s$ and $\mu\le\varepsilon_j$ for $j\notin s$. The highest level in $s$ will do; if $s$ is empty, any lower bound of the spectrum will do.

For $i\in s$ we have $\varepsilon_i-\mu\le 0$ and $w_i\le 1$, so $w_i(\varepsilon_i-\mu)\ge\varepsilon_i-\mu$. For $i\notin s$ we have $w_i(\varepsilon_i-\mu)\ge 0$. Summing over all levels gives

$$\sum_i w_i\varepsilon_i-k\mu\ \ge\ \sum_{i\in s}\varepsilon_i-k\mu ,$$

and the terms in $\mu$ cancel.

A minimising set $s$ in the definition of $E_k(H)$ has the required ordering. If some $i\in s$ lay above some $j\notin s$, exchanging them would lower the sum.

## Orthonormal orbitals as trial states

Expanding a vector $v$ in the eigenvectors gives

$$\langle v|H|v\rangle=\sum_i|\langle u_i|v\rangle|^2\,\varepsilon_i .$$

For $k$ orthonormal orbitals $v_j$, the total energy is therefore $\sum_i w_i\varepsilon_i$ with $w_i=\sum_j|\langle u_i|v_j\rangle|^2$. These numbers are non-negative. Bessel's inequality gives $w_i\le\|u_i\|^2=1$, and Parseval's identity gives $\sum_i w_i=\sum_j\|v_j\|^2=k$. By the previous argument,

$$\sum_j\langle v_j|H|v_j\rangle\ \ge\ E_k(H).$$

The eigenvectors belonging to a minimising set $s$ attain equality. This is the Ky Fan variational principle.

Now let the $v_j$ be optimal for $\bar H$. They are admissible trial orbitals for every $H_a$, so

$$E_k(\bar H)=\sum_j\langle v_j|\bar H|v_j\rangle=\sum_a p_a\sum_j\langle v_j|H_a|v_j\rangle\ \ge\ \sum_a p_a E_k(H_a).$$

## When the virtual crystal's band energy equals the weighted sum

Suppose every $p_a$ is positive. If the two ends of the last chain are equal, each term of the sum over $a$ must be an equality, and dividing by $p_a$ shows that the same orbitals $v_j$ are optimal for every $H_a$.

Conversely, if one orthonormal set $v_j$ is optimal for every $H_a$, then

$$\sum_a p_aE_k(H_a)=\sum_j\langle v_j|\bar H|v_j\rangle\ge E_k(\bar H),$$

and the main inequality supplies the other direction. The condition concerns the total energy of the set, so the individual $v_j$ are not required to be eigenvectors.

## Reading the Lean statements

The type `n` labels the basis orbitals, and also the eigenstates, while `α` labels the configurations. The number $n$ of the derivation is `Fintype.card n` in Lean. The argument `hH` certifies that a matrix is Hermitian and gives access to `hH.eigenvalues`. The hypothesis `hk` says that $k$ does not exceed the dimension, so that there is at least one set of $k$ levels to minimise over in `bandEnergy`.

`energy H v` is the real part of $\langle v|H|v\rangle$, which for Hermitian $H$ is the whole value. It does not divide by the norm of `v`; in the variational statements the condition `Orthonormal ℂ v` supplies normalised orbitals, labelled by `Fin k`. `virtualCrystal p H` is $\bar H$, with real weights `p`.

The main theorem, `average_bandEnergy_le`, reads: for non-negative weights, Hermitian `H a` and `k` at most the dimension, the weighted sum of the band energies is at most the band energy of the virtual crystal. `average_bandEnergy_eq_iff` assumes strictly positive weights and characterises equality by the existence of shared optimal orbitals. `bandEnergy_eq_sum_lowest` ties the definition to its usual description: any `k` levels, none of which lies above a level left out, sum to the band energy.

The electron number is the same in every configuration, which differs from imposing a common Fermi level. Electron interactions, self-consistent potentials and electrostatic contributions to the total energy are absent. The comparison is between the virtual crystal and the configuration average; it does not involve the coherent potential approximation.

## The Lean file

```lean
import Mathlib

open Matrix

namespace VirtualCrystalBandEnergy

noncomputable section

variable {n α : Type*} [Fintype n] [DecidableEq n] [Fintype α]

/-- The band energy of `k` electrons: the smallest sum of eigenvalues of the Hermitian
matrix `H` over `k` distinct eigenstates, for `k` at most the dimension. -/
def bandEnergy {H : Matrix n n ℂ} (hH : H.IsHermitian) (k : ℕ)
    (hk : k ≤ Fintype.card n) : ℝ :=
  (Finset.powersetCard k (Finset.univ : Finset n)).inf'
    (Finset.powersetCard_nonempty.2 (by simpa using hk)) fun s => ∑ i ∈ s, hH.eigenvalues i

/-- The real part of the quadratic form `⟨v|H|v⟩`. -/
def energy (H : Matrix n n ℂ) (v : EuclideanSpace ℂ n) : ℝ :=
  (star v.ofLp ⬝ᵥ (H *ᵥ v.ofLp)).re

/-- The virtual-crystal Hamiltonian `∑ p_a H_a`. -/
def virtualCrystal (p : α → ℝ) (H : α → Matrix n n ℂ) : Matrix n n ℂ :=
  ∑ a, (p a : ℂ) • H a

omit [Fintype n] [DecidableEq n] in
/-- A real-weighted sum of Hermitian Hamiltonians is Hermitian. -/
theorem virtualCrystal_isHermitian (p : α → ℝ) {H : α → Matrix n n ℂ}
    (hH : ∀ a, (H a).IsHermitian) : (virtualCrystal p H).IsHermitian := by
  change (∑ a, (p a : ℂ) • H a)ᴴ = ∑ a, (p a : ℂ) • H a
  rw [Matrix.conjTranspose_sum]
  refine Finset.sum_congr rfl fun a _ => ?_
  rw [Matrix.conjTranspose_smul, (hH a).eq]
  simp

/-- Occupations between 0 and 1 whose total is the number of levels in `s` cost at least
as much energy as filling `s`, if no level in `s` lies above a level outside `s`. -/
theorem filling_le (e w : n → ℝ) (s : Finset n) (hs : ∀ i ∈ s, ∀ j ∉ s, e i ≤ e j)
    (h0 : ∀ i, 0 ≤ w i) (h1 : ∀ i, w i ≤ 1) (hw : ∑ i, w i = s.card) :
    ∑ i ∈ s, e i ≤ ∑ i, w i * e i := by
  -- a Fermi level separating filled from empty levels
  obtain ⟨μ, hμ, hμ'⟩ : ∃ μ, (∀ i ∈ s, e i ≤ μ) ∧ ∀ j ∉ s, μ ≤ e j := by
    rcases s.eq_empty_or_nonempty with rfl | hne
    · obtain ⟨m, hm⟩ := (Set.finite_range e).bddBelow
      exact ⟨m, by simp, fun j _ => hm ⟨j, rfl⟩⟩
    · exact ⟨s.sup' hne e, fun i hi => Finset.le_sup' e hi,
        fun j hj => Finset.sup'_le hne e fun i hi => hs i hi j hj⟩
  have key : ∑ i, (if i ∈ s then e i - μ else 0) ≤ ∑ i, w i * (e i - μ) := by
    refine Finset.sum_le_sum fun i _ => ?_
    split_ifs with hi
    · nlinarith [hμ i hi, h1 i]
    · exact mul_nonneg (h0 i) (sub_nonneg.2 (hμ' i hi))
  simp only [Finset.sum_ite_mem, Finset.univ_inter, Finset.sum_sub_distrib,
    Finset.sum_const, nsmul_eq_mul, mul_sub, ← Finset.sum_mul, hw] at key
  linarith

/-- The band energy is the sum of the `k` lowest eigenvalues: it equals the sum over any
`k` levels none of which lies above a level left out. -/
theorem bandEnergy_eq_sum_lowest {H : Matrix n n ℂ} (hH : H.IsHermitian) {k : ℕ}
    (hk : k ≤ Fintype.card n) (s : Finset n) (hc : s.card = k)
    (hs : ∀ i ∈ s, ∀ j ∉ s, hH.eigenvalues i ≤ hH.eigenvalues j) :
    bandEnergy hH k hk = ∑ i ∈ s, hH.eigenvalues i := by
  apply le_antisymm
  · exact Finset.inf'_le (fun s => ∑ i ∈ s, hH.eigenvalues i)
      (Finset.mem_powersetCard.2 ⟨Finset.subset_univ s, hc⟩)
  · refine Finset.le_inf' _ _ fun t ht => ?_
    have htc := (Finset.mem_powersetCard.1 ht).2
    have h := filling_le hH.eigenvalues (fun i => if i ∈ t then 1 else 0) s hs
      (fun i => by split_ifs <;> norm_num) (fun i => by split_ifs <;> norm_num)
      (by simp [htc, hc])
    simpa [ite_mul, Finset.sum_ite_mem] using h

/-- For Hermitian `H` and any vector `v`, normalised or not, `energy H v` is the sum of the
eigenvalues weighted by the squared overlaps of `v` with the orthonormal eigenvectors. -/
theorem energy_eq_sum {H : Matrix n n ℂ} (hH : H.IsHermitian) (v : EuclideanSpace ℂ n) :
    energy H v = ∑ i, ‖inner ℂ (hH.eigenvectorBasis i) v‖ ^ 2 * hH.eigenvalues i := by
  have hu : ∀ i, inner ℂ (hH.eigenvectorBasis i) (WithLp.toLp 2 (H *ᵥ v.ofLp)) =
      (hH.eigenvalues i : ℂ) * inner ℂ (hH.eigenvectorBasis i) v := fun i => by
    rw [EuclideanSpace.inner_eq_star_dotProduct, EuclideanSpace.inner_eq_star_dotProduct]
    change (H *ᵥ v.ofLp) ⬝ᵥ star (hH.eigenvectorBasis i).ofLp = _
    have h : star (hH.eigenvectorBasis i).ofLp ᵥ* H =
        star (H *ᵥ (hH.eigenvectorBasis i).ofLp) := by
      rw [Matrix.star_mulVec, hH.eq]
    rw [dotProduct_comm, Matrix.dotProduct_mulVec, h, hH.mulVec_eigenvectorBasis,
      star_smul, smul_dotProduct, dotProduct_comm]
    simp
  have hE : energy H v = (inner ℂ v (WithLp.toLp 2 (H *ᵥ v.ofLp))).re := by
    rw [EuclideanSpace.inner_eq_star_dotProduct, dotProduct_comm]
    rfl
  rw [hE, ← hH.eigenvectorBasis.sum_inner_mul_inner, Complex.re_sum]
  refine Finset.sum_congr rfl fun i _ => ?_
  rw [hu, ← inner_conj_symm v (hH.eigenvectorBasis i), mul_left_comm, Complex.conj_mul',
    Complex.re_ofReal_mul, ← Complex.ofReal_pow, Complex.ofReal_re, mul_comm]

/-- Ky Fan variational principle: the band energy is the least total energy of `k`
orthonormal orbitals, and it is attained. -/
theorem bandEnergy_isLeast {H : Matrix n n ℂ} (hH : H.IsHermitian) {k : ℕ}
    (hk : k ≤ Fintype.card n) :
    IsLeast {E : ℝ | ∃ v : Fin k → EuclideanSpace ℂ n,
      Orthonormal ℂ v ∧ E = ∑ j, energy H (v j)} (bandEnergy hH k hk) := by
  obtain ⟨s, hs, hmin⟩ := Finset.exists_mem_eq_inf'
    (Finset.powersetCard_nonempty.2 (by simpa using hk) :
      (Finset.powersetCard k (Finset.univ : Finset n)).Nonempty)
    (fun s => ∑ i ∈ s, hH.eigenvalues i)
  have hc := (Finset.mem_powersetCard.1 hs).2
  change bandEnergy hH k hk = ∑ i ∈ s, hH.eigenvalues i at hmin
  constructor
  · -- the eigenvectors in `s` attain the minimum
    have hev : ∀ i, energy H (hH.eigenvectorBasis i) = hH.eigenvalues i := fun i => by
      rw [energy_eq_sum hH, Finset.sum_eq_single i]
      · rw [inner_self_eq_norm_sq_to_K, hH.eigenvectorBasis.orthonormal.1 i]
        simp
      · intro b _ hb
        have h0 : inner ℂ (hH.eigenvectorBasis b) (hH.eigenvectorBasis i) = 0 :=
          hH.eigenvectorBasis.orthonormal.2 hb
        simp [h0]
      · simp
    let f := s.equivFinOfCardEq hc
    refine ⟨fun j => hH.eigenvectorBasis (f.symm j), hH.eigenvectorBasis.orthonormal.comp
      (fun j => (f.symm j : n)) (Subtype.val_injective.comp f.symm.injective), ?_⟩
    simp only [hev]
    rw [hmin, Equiv.sum_comp f.symm (fun x : s => hH.eigenvalues x)]
    exact (Finset.sum_coe_sort s hH.eigenvalues).symm
  · rintro E ⟨v, hv, rfl⟩
    -- exchanging a filled and an empty level cannot lower the minimum
    have hlow : ∀ i ∈ s, ∀ j ∉ s, hH.eigenvalues i ≤ hH.eigenvalues j := by
      intro i hi j hj
      have hj' : j ∉ s.erase i := fun h => hj (Finset.mem_of_mem_erase h)
      have hcard : (insert j (s.erase i)).card = k := by
        rw [Finset.card_insert_of_notMem hj', Finset.card_erase_add_one hi, hc]
      have h : bandEnergy hH k hk ≤ ∑ l ∈ insert j (s.erase i), hH.eigenvalues l :=
        Finset.inf'_le (fun s => ∑ i ∈ s, hH.eigenvalues i)
          (Finset.mem_powersetCard.2 ⟨Finset.subset_univ _, hcard⟩)
      rw [Finset.sum_insert hj', hmin] at h
      linarith [Finset.add_sum_erase s hH.eigenvalues hi]
    simp only [energy_eq_sum hH]
    rw [hmin, Finset.sum_comm]
    simp only [← Finset.sum_mul]
    refine filling_le _ _ s hlow (fun i => by positivity) (fun i => ?_) ?_
    · -- Bessel: no eigenstate is occupied more than once
      have h := hv.sum_inner_products_le (hH.eigenvectorBasis i) (s := Finset.univ)
      rw [hH.eigenvectorBasis.orthonormal.1 i, one_pow] at h
      simpa only [norm_inner_symm] using h
    · -- Parseval: the occupations add up to `k`
      rw [Finset.sum_comm]
      simp [hH.eigenvectorBasis.sum_sq_norm_inner_right, hv.1, hc]

omit [DecidableEq n] in
/-- For fixed orbitals the total energy in the virtual crystal is the weighted sum of the
total energies in the individual Hamiltonians. -/
theorem energy_virtualCrystal (p : α → ℝ) (H : α → Matrix n n ℂ) {k : ℕ}
    (v : Fin k → EuclideanSpace ℂ n) :
    ∑ j, energy (virtualCrystal p H) (v j) = ∑ a, p a * ∑ j, energy (H a) (v j) := by
  classical
  have key : ∀ (x : EuclideanSpace ℂ n) (s : Finset α),
      energy (∑ a ∈ s, (p a : ℂ) • H a) x = ∑ a ∈ s, p a * energy (H a) x := by
    intro x s
    induction s using Finset.induction_on with
    | empty => simp [energy]
    | insert a s ha ih =>
      rw [Finset.sum_insert ha, Finset.sum_insert ha, ← ih]
      simp [energy, Matrix.add_mulVec, Matrix.smul_mulVec, dotProduct_add, dotProduct_smul]
  simp only [virtualCrystal, key, Finset.mul_sum]
  exact Finset.sum_comm

/-- Main inequality: for nonnegative weights, the sum of the `k` lowest eigenvalues of `∑ p_a H_a`
is at least the weighted sum of those of the Hermitian `H_a`. -/
theorem average_bandEnergy_le (p : α → ℝ) (hp : ∀ a, 0 ≤ p a) {H : α → Matrix n n ℂ}
    (hH : ∀ a, (H a).IsHermitian) {k : ℕ} (hk : k ≤ Fintype.card n) :
    ∑ a, p a * bandEnergy (hH a) k hk ≤
      bandEnergy (virtualCrystal_isHermitian p hH) k hk := by
  -- the optimal orbitals of the virtual crystal are trial orbitals for every `H a`
  obtain ⟨v, hv, hE⟩ := (bandEnergy_isLeast (virtualCrystal_isHermitian p hH) hk).1
  rw [hE, energy_virtualCrystal]
  exact Finset.sum_le_sum fun a _ => mul_le_mul_of_nonneg_left
    ((bandEnergy_isLeast (hH a) hk).2 ⟨v, hv, rfl⟩) (hp a)

/-- For positive weights and Hermitian `H_a`, the band energy of the virtual crystal equals the
weighted sum of the band energies of the `H_a` if and only if one set of `k` orthonormal orbitals
attains the band energy of every `H_a`. -/
theorem average_bandEnergy_eq_iff (p : α → ℝ) (hp : ∀ a, 0 < p a) {H : α → Matrix n n ℂ}
    (hH : ∀ a, (H a).IsHermitian) {k : ℕ} (hk : k ≤ Fintype.card n) :
    ∑ a, p a * bandEnergy (hH a) k hk =
        bandEnergy (virtualCrystal_isHermitian p hH) k hk ↔
      ∃ v : Fin k → EuclideanSpace ℂ n, Orthonormal ℂ v ∧
        ∀ a, bandEnergy (hH a) k hk = ∑ j, energy (H a) (v j) := by
  constructor
  · intro h
    obtain ⟨v, hv, hE⟩ := (bandEnergy_isLeast (virtualCrystal_isHermitian p hH) hk).1
    rw [hE, energy_virtualCrystal] at h
    have hall := (Finset.sum_eq_sum_iff_of_le fun a _ => mul_le_mul_of_nonneg_left
      ((bandEnergy_isLeast (hH a) hk).2 ⟨v, hv, rfl⟩) (hp a).le).1 h
    exact ⟨v, hv, fun a => mul_left_cancel₀ (hp a).ne' (hall a (Finset.mem_univ a))⟩
  · rintro ⟨v, hv, hE⟩
    apply le_antisymm (average_bandEnergy_le p (fun a => (hp a).le) hH hk)
    simp only [hE]
    rw [← energy_virtualCrystal]
    exact (bandEnergy_isLeast (virtualCrystal_isHermitian p hH) hk).2 ⟨v, hv, rfl⟩

end

end VirtualCrystalBandEnergy
```

```lean
#print axioms VirtualCrystalBandEnergy.bandEnergy_eq_sum_lowest
#print axioms VirtualCrystalBandEnergy.average_bandEnergy_le
#print axioms VirtualCrystalBandEnergy.average_bandEnergy_eq_iff
```

```
'VirtualCrystalBandEnergy.bandEnergy_eq_sum_lowest' depends on axioms: [propext, Classical.choice, Quot.sound]
'VirtualCrystalBandEnergy.average_bandEnergy_le' depends on axioms: [propext, Classical.choice, Quot.sound]
'VirtualCrystalBandEnergy.average_bandEnergy_eq_iff' depends on axioms: [propext, Classical.choice, Quot.sound]
```

## From the Fermi level to the variational principle

`filling_le` is the occupation argument. It first obtains `μ`, treating the empty set separately, and then proves the level-by-level comparison `key`. The case split asks whether a level is in `s`: `nlinarith` combines `w i ≤ 1` with `e i ≤ μ` for filled levels, and a product of non-negative numbers settles the others. The assumption on the total occupation then removes `μ`.

`bandEnergy_eq_sum_lowest` applies this lemma to occupations that are 1 on a competing set `t` and 0 elsewhere. The opposite inequality holds because `s` is itself one of the sets in the minimum.

`energy_eq_sum` is the eigenvector expansion. Its intermediate result `hu` uses hermiticity to move $H$ onto the eigenvector, giving $\langle u_i|Hv\rangle=\varepsilon_i\langle u_i|v\rangle$. Inserting the complete eigenvector basis into $\langle v|Hv\rangle$ then produces the squared overlaps.

`bandEnergy_isLeast` has two parts, since `IsLeast` requires a value that belongs to the set and bounds it from below. For membership, `hev` computes the energy of each eigenvector, and the eigenvectors in a minimising set serve as the orbitals. For the bound, `hlow` carries out the exchange of a filled and an empty level. The remaining goals of `filling_le` are that no occupation exceeds one and that the occupations sum to `k`, which are the Bessel and Parseval steps.

## From trial orbitals to the alloy

`virtualCrystal_isHermitian` ensures that the averaged matrix has a band energy in the sense defined above. `energy_virtualCrystal` exchanges the sum over orbitals with the weighted sum over configurations; linearity in the Hamiltonian is proved by induction on the finite set of configurations.

With these in place, `average_bandEnergy_le` is short. It extracts optimal orbitals `v` for the virtual crystal, rewrites their energy as a weighted sum, and applies the lower bound of `bandEnergy_isLeast` to each `H a`. Non-negativity of `p a` preserves the inequality under multiplication.

In `average_bandEnergy_eq_iff`, the forward direction uses `Finset.sum_eq_sum_iff_of_le`: when each term of one sum is at most the corresponding term of another, equal sums force equal terms. The positive weight is then cancelled. The reverse direction combines the main inequality with the shared orbitals used as trial orbitals for the virtual crystal.
